# Bounds and limits of the Feynman–Kleinert fluctuation width

## Physical setting

The Feynman–Kleinert fluctuation width enters a calculation as the variance of a Gaussian, yet its closed form is a difference divided by a quantity that vanishes with the trial frequency. Neither the sign nor the size of the width can be read off this closed form directly. At zero frequency the formula is \(0/0\), and at small frequency its numerator is a difference of two numbers close to \(1\), so a floating-point evaluation loses its digits and may return zero or a negative number. Explicit bounds give a range to test such a value against and, at small frequency, a substitute with a known error.

Take one particle on a line, in units \(\hbar = m = 1\), at inverse temperature \(\beta\). Its imaginary-time paths \(q(\tau)\) have period \(\beta\) and centroid \(q_0 = \beta^{-1}\int_0^\beta q(\tau)\,d\tau\). The method replaces the action for the fluctuations \(q(\tau) - q_0\) by that of a harmonic oscillator of trial frequency \(\Omega\). The mean square fluctuation in this trial system is a sum over the nonzero Matsubara frequencies \(\omega_n = 2\pi n/\beta\),
\[
a^2(\beta,\Omega) = \frac{2}{\beta}\sum_{n\ge 1}\frac{1}{\omega_n^2+\Omega^2}
= \frac{\frac{\beta\Omega}{2}\coth\frac{\beta\Omega}{2} - 1}{\beta\Omega^2}.
\]
The closed form equals \(\frac{1}{2\Omega}\coth\frac{\beta\Omega}{2} - \frac{1}{\beta\Omega^2}\), the quantum thermal variance of the oscillator minus the classical one. For a free particle the sum gives \(\beta/12\). For one degree of freedom and a real positive trial frequency, the bounds limit the variance of the Gaussian over which the potential is smeared in the effective classical potential.

## Statement

Let \(\beta > 0\) and \(\Omega > 0\). Then

1. \(0 < a^2 < \dfrac{\beta}{12}\);
2. \(\dfrac{\beta}{12} - \dfrac{\beta^3\Omega^2}{720} < a^2\);
3. \(a^2 \to \dfrac{\beta}{12}\) as \(\Omega \to 0^+\) at fixed \(\beta\);
4. \(\dfrac{1}{2\Omega} - \dfrac{1}{\beta\Omega^2} < a^2 < \dfrac{1}{2\Omega}\);
5. \(a^2 \to \dfrac{1}{2\Omega}\) as \(\beta \to \infty\) at fixed \(\Omega\).

By 1 and 2, replacing \(a^2\) by \(\beta/12\) overestimates it by less than \(\beta^3\Omega^2/720\). The lower bound in 2 improves on \(0\) only for \(\beta^2\Omega^2 < 60\), and the one in 4 only for \(\beta\Omega > 2\). The limit \(1/(2\Omega)\) is the ground-state variance of the trial oscillator.

## Derivation

Put \(x = \beta\Omega/2 > 0\), so that \(a^2 = (x\coth x - 1)/(\beta\Omega^2)\). Everything follows from bounds on \(x\coth x\).

For real coefficients \(a,b,c,d,e\), named as in the code and unrelated to the width, define
\[
F(x) = (a + bx^2 + cx^4)\sinh x + (dx + ex^3)\cosh x .
\]
Then \(F(0) = 0\). The product rule gives \((2bx + 4cx^3)\sinh x + (a + bx^2 + cx^4)\cosh x\) from the first term and \((d + 3ex^2)\cosh x + (dx + ex^3)\sinh x\) from the second, so
\[
F'(x) = \big[(2b+d)x + (4c+e)x^3\big]\sinh x + \big[(a+d) + (b+3e)x^2 + cx^4\big]\cosh x .
\]
Suppose \(F'(y) > 0\) for all \(y > 0\). The mean value theorem supplies \(\xi \in (0,x)\) with \(F(x) = xF'(\xi)\), hence \(F(x) > 0\).

Four choices of \((a,b,c,d,e)\) are used in turn, each relying on an earlier one or on \(\sinh x > 0\).

- \((-1,0,0,1,0)\): \(g_1 = x\cosh x - \sinh x\), with \(g_1' = x\sinh x > 0\).
- \((3,1,0,-3,0)\): \(g_2 = (3+x^2)\sinh x - 3x\cosh x\), with \(g_2' = -x\sinh x + x^2\cosh x = x g_1 > 0\).
- \((15,4,0,-15,1)\): \(h = (15+4x^2)\sinh x + (x^3 - 15x)\cosh x\), with \(h' = (x^3 - 7x)\sinh x + 7x^2\cosh x = 7x g_1 + x^3\sinh x > 0\).
- \((-45,-15,1,45,0)\): \(g_3 = 45x\cosh x - (45 + 15x^2 - x^4)\sinh x\), with \(g_3' = (15x + 4x^3)\sinh x + (x^4 - 15x^2)\cosh x = x h > 0\).

All four functions are therefore positive for \(x>0\). Dividing \(g_1\), \(g_2\), \(g_3\) by \(\sinh x\), \(3\sinh x\), \(45\sinh x\) gives
\[
1 < x\coth x, \qquad x\coth x < 1 + \frac{x^2}{3}, \qquad 1 + \frac{x^2}{3} - \frac{x^4}{45} < x\coth x .
\]
Subtract \(1\) and divide by \(\beta\Omega^2\). Since \(x^2/3 = \beta^2\Omega^2/12\) and \(x^4/45 = \beta^4\Omega^4/720\), these terms become \(\beta/12\) and \(\beta^3\Omega^2/720\), which proves 1 and 2. As \(\Omega \to 0^+\) the lower bound in 2 tends to \(\beta/12\), the constant upper bound in 1, and 3 follows.

For low temperature use \(\cosh x = \sinh x + \exp(-x)\) with \(0 < \exp(-x) < 1\). Multiplying by \(x\),
\[
x\sinh x < x\cosh x = x\sinh x + x\exp(-x) < x\sinh x + x < (1+x)\sinh x .
\]
The last step uses \(x < \sinh x\), which holds because \(\sinh x - x\) vanishes at \(0\) and has derivative \(\cosh x - 1 > 0\). Division by \(\sinh x\) gives \(x < x\coth x < 1 + x\), so \(x - 1 < x\coth x - 1 < x\). With \(x/(\beta\Omega^2) = 1/(2\Omega)\) this is 4. The two bounds differ by \(1/(\beta\Omega^2)\), which tends to \(0\) as \(\beta\to\infty\), and 5 follows.

## What the formal version assumes

The parameters `β` and `Ω` are real numbers, `coth x` is defined as `Real.cosh x / Real.sinh x`, and `width β Ω` is the closed form of \(a^2\), so it is the squared length, with \(\hbar = m = 1\). The closed form is the definition: the path integral, the Matsubara sum and the identification with oscillator variances are physical background that the file does not contain.

The only hypotheses are `0 < β` and `0 < Ω`. Both appear in `width_bounds` (claim 1), `width_gt_series` (claim 2) and `width_low_temperature_bounds` (claim 4), and all the inequalities are strict. In `width_tendsto_free` (claim 3) only `0 < β` is assumed, and `Tendsto (fun Ω => width β Ω) (𝓝[>] 0) (𝓝 (β / 12))` reads: the width approaches \(\beta/12\) as \(\Omega\) approaches \(0\) through positive values. The point \(\Omega = 0\) has to be left out, because Lean's division by zero makes `width` equal to \(0\) there, not \(\beta/12\). In `width_tendsto_zero_temperature` (claim 5) only `0 < Ω` is assumed, and `atTop` expresses \(\beta\to\infty\).

The theorems concern the width as a function of two free parameters in one dimension with continuous imaginary time. The variational upper bound on the free energy, the smeared potential and the self-consistent choice of \(\Omega\) for each centroid \(q_0\) do not appear, and neither does a ring polymer with finitely many beads. Negative \(\Omega^2\), which can arise where the smeared potential curves downward, has no real `Ω` to represent it; for \(-\omega_1^2 < \Omega^2 < 0\) each term of the mode sum is larger than its free value, so the sum exceeds \(\beta/12\) and the upper bound in 1 does not carry over; as \(\Omega^2\) decreases to \(-\omega_1^2\) the first term diverges.

## The file

```lean
import Mathlib

open Filter Topology

namespace FeynmanKleinertWidth

noncomputable section

/-- The hyperbolic cotangent `cosh x / sinh x`. -/
def coth (x : ℝ) : ℝ := Real.cosh x / Real.sinh x

/-- The Feynman-Kleinert fluctuation width
`a² = ((βΩ/2) coth(βΩ/2) - 1) / (βΩ²)` at inverse temperature `β` and trial
frequency `Ω`, in units `ħ = m = 1`. -/
def width (β Ω : ℝ) : ℝ := (β * Ω / 2 * coth (β * Ω / 2) - 1) / (β * Ω ^ 2)

/-- The function `(a + b x² + c x⁴) sinh x + (d x + e x³) cosh x` is positive for `x > 0`
if its derivative, written out in `h`, is positive for all positive arguments. -/
theorem pos_comb (a b c d e : ℝ)
    (h : ∀ y : ℝ, 0 < y → 0 < ((2 * b + d) * y + (4 * c + e) * y ^ 3) * Real.sinh y
      + ((a + d) + (b + 3 * e) * y ^ 2 + c * y ^ 4) * Real.cosh y)
    {x : ℝ} (hx : 0 < x) :
    0 < (a + b * x ^ 2 + c * x ^ 4) * Real.sinh x + (d * x + e * x ^ 3) * Real.cosh x := by
  -- mean value theorem on [0, x] for a function vanishing at 0
  have key : ∀ F F' : ℝ → ℝ, (∀ y, HasDerivAt F (F' y) y) → F 0 = 0 →
      (∀ y, 0 < y → 0 < F' y) → 0 < F x := by
    intro F F' hF h0 hp
    obtain ⟨ξ, hξ, hs⟩ := exists_hasDerivAt_eq_slope F F' hx
      (fun y _ => (hF y).continuousAt.continuousWithinAt) (fun y _ => hF y)
    have h1 := hp ξ hξ.1
    rw [hs, h0] at h1
    simp only [sub_zero] at h1
    have h2 := (lt_div_iff₀ hx).mp h1
    linarith
  have hd : ∀ y : ℝ, HasDerivAt
      (fun y : ℝ => (a + b * y ^ 2 + c * y ^ 4) * Real.sinh y
        + (d * y + e * y ^ 3) * Real.cosh y)
      (((2 * b + d) * y + (4 * c + e) * y ^ 3) * Real.sinh y
        + ((a + d) + (b + 3 * e) * y ^ 2 + c * y ^ 4) * Real.cosh y) y := by
    intro y
    have h1 : HasDerivAt (fun y : ℝ => y) 1 y := hasDerivAt_id' y
    have h2 : HasDerivAt (fun y : ℝ => y ^ 2) (2 * y) y := by simpa using hasDerivAt_pow 2 y
    have h3 : HasDerivAt (fun y : ℝ => y ^ 3) (3 * y ^ 2) y := by
      simpa using hasDerivAt_pow 3 y
    have h4 : HasDerivAt (fun y : ℝ => y ^ 4) (4 * y ^ 3) y := by
      simpa using hasDerivAt_pow 4 y
    have hp : HasDerivAt (fun y : ℝ => a + b * y ^ 2 + c * y ^ 4)
        (b * (2 * y) + c * (4 * y ^ 3)) y :=
      ((h2.const_mul b).const_add a).fun_add (h4.const_mul c)
    have hq : HasDerivAt (fun y : ℝ => d * y + e * y ^ 3) (d * 1 + e * (3 * y ^ 2)) y :=
      (h1.const_mul d).fun_add (h3.const_mul e)
    exact ((hp.fun_mul (Real.hasDerivAt_sinh y)).fun_add
      (hq.fun_mul (Real.hasDerivAt_cosh y))).congr_deriv (by ring)
  have hres := key _ _ hd (by simp) h
  exact hres

/-- For `x > 0`, `sinh x < x cosh x`. -/
theorem sinh_lt_mul_cosh {x : ℝ} (hx : 0 < x) : Real.sinh x < x * Real.cosh x := by
  -- the derivative of x cosh x - sinh x is x sinh x
  have h := pos_comb (-1) 0 0 1 0 (fun y hy => by
    have h1 := mul_pos hy (Real.sinh_pos_iff.mpr hy)
    linarith) hx
  linarith

/-- For `x > 0`, `x coth x` exceeds `1`, lies below `1 + x²/3` and lies above
`1 + x²/3 - x⁴/45`. -/
theorem mul_coth_series_bounds {x : ℝ} (hx : 0 < x) :
    1 < x * coth x ∧ x * coth x < 1 + x ^ 2 / 3 ∧
      1 + x ^ 2 / 3 - x ^ 4 / 45 < x * coth x := by
  have hs : 0 < Real.sinh x := Real.sinh_pos_iff.mpr hx
  have g1 := sinh_lt_mul_cosh hx
  -- second order: the derivative is y (y cosh y - sinh y)
  have g2 := pos_comb 3 1 0 (-3) 0 (fun y hy => by
    have h1 := mul_pos hy (sub_pos.mpr (sinh_lt_mul_cosh hy))
    linarith) hx
  -- auxiliary function for the fourth order
  have hh : ∀ y : ℝ, 0 < y →
      0 < (15 + 4 * y ^ 2) * Real.sinh y + (y ^ 3 - 15 * y) * Real.cosh y := by
    intro y hy
    have h := pos_comb 15 4 0 (-15) 1 (fun z hz => by
      have h1 := mul_pos hz (sub_pos.mpr (sinh_lt_mul_cosh hz))
      have h2 := mul_pos (pow_pos hz 3) (Real.sinh_pos_iff.mpr hz)
      linarith) hy
    linarith
  -- fourth order: the derivative is y times the auxiliary function
  have g3 := pos_comb (-45) (-15) 1 45 0 (fun y hy => by
    have h1 := mul_pos hy (hh y hy)
    linarith) hx
  unfold coth
  rw [← mul_div_assoc, lt_div_iff₀ hs, div_lt_iff₀ hs, lt_div_iff₀ hs]
  refine ⟨by linarith, ?_, ?_⟩
  · linear_combination (1 / 3 : ℝ) * g2
  · linear_combination (1 / 45 : ℝ) * g3

/-- For `x > 0`, `x coth x` lies strictly between `x` and `1 + x`. -/
theorem mul_coth_linear_bounds {x : ℝ} (hx : 0 < x) :
    x < x * coth x ∧ x * coth x < 1 + x := by
  have hs : 0 < Real.sinh x := Real.sinh_pos_iff.mpr hx
  -- cosh x = sinh x + exp(-x) with 0 < exp(-x) < 1
  have hc : Real.cosh x = Real.sinh x + Real.exp (-x) := by
    rw [Real.cosh_eq, Real.sinh_eq]; ring
  have hE : Real.exp (-x) < 1 := by
    have h := Real.exp_lt_exp.mpr (neg_lt_zero.mpr hx)
    rwa [Real.exp_zero] at h
  have h1 := mul_pos hx (Real.exp_pos (-x))
  have h2 := mul_pos hx (sub_pos.mpr hE)
  have h3 : x < Real.sinh x := Real.self_lt_sinh_iff.mpr hx
  unfold coth
  rw [← mul_div_assoc, lt_div_iff₀ hs, div_lt_iff₀ hs, hc]
  constructor <;> linarith

/-- For `β, Ω > 0` the fluctuation width lies strictly between `0` and the
value `β/12`. -/
theorem width_bounds {β Ω : ℝ} (hβ : 0 < β) (hΩ : 0 < Ω) :
    0 < width β Ω ∧ width β Ω < β / 12 := by
  obtain ⟨h1, h2, -⟩ := mul_coth_series_bounds (x := β * Ω / 2) (by positivity)
  have hD : 0 < β * Ω ^ 2 := by positivity
  unfold width
  refine ⟨div_pos (sub_pos.mpr h1) hD, ?_⟩
  rw [div_lt_iff₀ hD]
  linear_combination h2

/-- For `β, Ω > 0` the fluctuation width exceeds `β/12 - β³Ω²/720`. -/
theorem width_gt_series {β Ω : ℝ} (hβ : 0 < β) (hΩ : 0 < Ω) :
    β / 12 - β ^ 3 * Ω ^ 2 / 720 < width β Ω := by
  obtain ⟨-, -, h3⟩ := mul_coth_series_bounds (x := β * Ω / 2) (by positivity)
  have hD : 0 < β * Ω ^ 2 := by positivity
  unfold width
  rw [lt_div_iff₀ hD]
  linear_combination h3

/-- At fixed `β > 0` the fluctuation width tends to `β/12` as the
trial frequency `Ω` tends to `0` from above. -/
theorem width_tendsto_free {β : ℝ} (hβ : 0 < β) :
    Tendsto (fun Ω => width β Ω) (𝓝[>] 0) (𝓝 (β / 12)) := by
  have hc : Continuous (fun Ω : ℝ => β / 12 - β ^ 3 * Ω ^ 2 / 720) := by fun_prop
  have hg : Tendsto (fun Ω : ℝ => β / 12 - β ^ 3 * Ω ^ 2 / 720) (𝓝[>] 0) (𝓝 (β / 12)) :=
    (hc.tendsto' 0 (β / 12) (by simp)).mono_left nhdsWithin_le_nhds
  -- squeeze between β/12 - β³Ω²/720 and β/12
  refine tendsto_of_tendsto_of_tendsto_of_le_of_le' hg tendsto_const_nhds ?_ ?_
  · filter_upwards [self_mem_nhdsWithin] with Ω hΩ
    exact (width_gt_series hβ hΩ).le
  · filter_upwards [self_mem_nhdsWithin] with Ω hΩ
    exact (width_bounds hβ hΩ).2.le

/-- For `β, Ω > 0` the fluctuation width lies strictly between `1/(2Ω) - 1/(βΩ²)` and
`1/(2Ω)`. -/
theorem width_low_temperature_bounds {β Ω : ℝ} (hβ : 0 < β) (hΩ : 0 < Ω) :
    1 / (2 * Ω) - 1 / (β * Ω ^ 2) < width β Ω ∧ width β Ω < 1 / (2 * Ω) := by
  obtain ⟨h1, h2⟩ := mul_coth_linear_bounds (x := β * Ω / 2) (by positivity)
  have hD : 0 < β * Ω ^ 2 := by positivity
  have hβ' := hβ.ne'
  have hΩ' := hΩ.ne'
  have e1 : (1 / (2 * Ω) - 1 / (β * Ω ^ 2)) * (β * Ω ^ 2) = β * Ω / 2 - 1 := by
    field_simp
  have e2 : 1 / (2 * Ω) * (β * Ω ^ 2) = β * Ω / 2 := by
    field_simp
  unfold width
  rw [lt_div_iff₀ hD, div_lt_iff₀ hD, e1, e2]
  constructor
  · linear_combination h1
  · linear_combination h2

/-- At fixed `Ω > 0` the fluctuation width tends to `1/(2Ω)` in the zero-temperature limit
`β → ∞`. -/
theorem width_tendsto_zero_temperature {Ω : ℝ} (hΩ : 0 < Ω) :
    Tendsto (fun β => width β Ω) atTop (𝓝 (1 / (2 * Ω))) := by
  have h0 : Tendsto (fun β : ℝ => β * Ω ^ 2) atTop atTop :=
    tendsto_id.atTop_mul_const (pow_pos hΩ 2)
  have h1 : Tendsto (fun β : ℝ => 1 / (β * Ω ^ 2)) atTop (𝓝 0) :=
    tendsto_const_nhds.div_atTop h0
  have h2 := h1.const_sub (1 / (2 * Ω))
  rw [sub_zero] at h2
  -- squeeze between 1/(2Ω) - 1/(βΩ²) and 1/(2Ω)
  refine tendsto_of_tendsto_of_tendsto_of_le_of_le' h2 tendsto_const_nhds ?_ ?_
  · filter_upwards [eventually_gt_atTop 0] with β hβ
    exact (width_low_temperature_bounds hβ hΩ).1.le
  · filter_upwards [eventually_gt_atTop 0] with β hβ
    exact (width_low_temperature_bounds hβ hΩ).2.le

end

end FeynmanKleinertWidth
```

```lean
#print axioms FeynmanKleinertWidth.width_tendsto_free
-- 'FeynmanKleinertWidth.width_tendsto_free' depends on axioms: [propext, Classical.choice, Quot.sound]
#print axioms FeynmanKleinertWidth.width_low_temperature_bounds
-- 'FeynmanKleinertWidth.width_low_temperature_bounds' depends on axioms: [propext, Classical.choice, Quot.sound]
#print axioms FeynmanKleinertWidth.width_tendsto_zero_temperature
-- 'FeynmanKleinertWidth.width_tendsto_zero_temperature' depends on axioms: [propext, Classical.choice, Quot.sound]
```

## Notes on the proof

`pos_comb` is the mean-value argument. Its hypothesis `h` is positivity of the expression for \(F'\) at every positive `y`. The inner statement `key` gives \(F(x) > 0\) for any everywhere differentiable function \(F\) with \(F(0) = 0\) and \(F'(y) > 0\) for all \(y > 0\): `exists_hasDerivAt_eq_slope` yields \(\xi\) with \(F'(\xi) = (F(x) - F(0))/(x - 0)\), and `lt_div_iff₀` multiplies through by \(x\). The statement `hd` is the product rule: `hp` and `hq` differentiate the two polynomials, `fun_mul` attaches \(\sinh\) and \(\cosh\), and `ring` collects the terms into the form displayed in the derivation.

`sinh_lt_mul_cosh` is \(g_1 > 0\), obtained from the first set of coefficients. In `mul_coth_series_bounds`, `g2`, `hh` and `g3` are the positivity of \(g_2\), \(h\) and \(g_3\). Each call to `pos_comb` must show that the derivative is positive. The factored form found by hand is supplied through `mul_pos`: \(y\,g_1(y)\) for `g2`, the pair \(z\,g_1(z)\) and \(z^3\sinh z\) for `hh`, and \(y\,h(y)\) for `g3`. After multiplying out, the goal is linear in products such as \(y\sinh y\) and \(y^2\cosh y\), and `linarith` finds the weights, including the factor \(7\) in \(h'\). The closing rewrite clears \(\sinh x\) from the denominators, the reverse of the division done by hand, and `linear_combination` applies the factors \(1/3\) and \(1/45\).

`mul_coth_linear_bounds` follows the chain of inequalities at low temperature. Here `hc` is \(\cosh x = \sinh x + \exp(-x)\), `h1` is \(x\exp(-x) > 0\), `h2` is \(x(1 - \exp(-x)) > 0\), and `h3` takes \(x < \sinh x\) from Mathlib's `Real.self_lt_sinh_iff`.

The three theorems with bounds on the width set `x := β * Ω / 2` and use \(\beta\Omega^2 > 0\), which is `hD`. Positivity of the width is `div_pos`; the other bounds are multiplied by \(\beta\Omega^2\) and then coincide with the bounds on \(x\coth x\) up to polynomial algebra. In the low-temperature case `e1` and `e2` first simplify the products of the two bounds with \(\beta\Omega^2\) to \(x - 1\) and \(x\).

Both limits use the squeeze lemma `tendsto_of_tendsto_of_tendsto_of_le_of_le'`, which needs the bounds only eventually along the filter. For small frequency, `hg` evaluates the continuous polynomial lower bound at \(\Omega = 0\) and restricts the limit to the right, and `self_mem_nhdsWithin` provides `0 < Ω`. For low temperature, `h0` and `h1` send \(\beta\Omega^2\) to infinity and its reciprocal to \(0\), and `eventually_gt_atTop 0` provides `0 < β`.
